# Newton's sign iteration has no finite limit from a start on the imaginary axis

Newton's method for \(z^2=1\) replaces \(z\) by \((z+1/z)/2\). An infinite orbit that starts on the imaginary axis stays there, moves by at least 1 at every step, and therefore has no finite limit. Writing \(z=iy\) with \(y\) real, the map is \(y\mapsto (y-1/y)/2\), and its only two-cycle is \(\pm1/\sqrt3\).

In electronic structure this iteration can yield the zero-temperature density matrix of non-interacting electrons from the sign of a shifted Hamiltonian; the theorems here follow one eigenvalue, as a complex number.

In Lean 4 with Mathlib:

```lean
import Mathlib

open Filter Topology
open Complex (I)

namespace NewtonSignImaginaryAxis
```

## The step and its breakdown at zero

Linearise \(z^2-1\) at the current point \(z\) and ask that the linearisation vanish at the next point \(w\):
\[
z^2-1+2z(w-z)=0 .
\]
`IsNewtonStep z w` is this equation. It is linear in \(w\) with coefficient \(2z\), so it can fail to have a solution only at \(z=0\).

```lean
/-- The point `w` is a Newton step from `z` for the equation `z ^ 2 = 1`: it is a zero of the
linearisation of `z ^ 2 - 1` at `z`. -/
def IsNewtonStep (z w : ℂ) : Prop := z ^ 2 - 1 + 2 * z * (w - z) = 0
```

An orbit is a sequence \(z_0,z_1,\dots\) in which every \(z_{n+1}\) is a Newton step from \(z_n\). It is infinite by definition, so a run that breaks down is not an orbit.

```lean
/-- A Newton orbit is an infinite sequence in which each member is a Newton step from the
one before. -/
def IsNewtonOrbit (z : ℕ → ℂ) : Prop := ∀ n, IsNewtonStep (z n) (z (n + 1))
```

At \(z=0\) the equation reads \(-1=0\), and no step exists. For \(z\ne0\) it rearranges to \(2zw=z^2+1\), and division by \(2z\) gives
\[
w=\tfrac12\left(z+\tfrac1z\right).
\]
The proof does the same: it first excludes \(z=0\), then cancels the factor \(2z\) with `mul_left_cancel₀`. The converse is substitution.

```lean
/-- A Newton step from `z` exists only for nonzero `z`, and it is then the sign iteration
`(z + 1/z)/2`. -/
theorem newtonStep_iff {z w : ℂ} : IsNewtonStep z w ↔ z ≠ 0 ∧ w = (z + z⁻¹) / 2 := by
  constructor
  · intro h
    unfold IsNewtonStep at h
    have hz : z ≠ 0 := by
      rintro rfl
      simp at h
    have e : z * z⁻¹ = 1 := mul_inv_cancel₀ hz
    refine ⟨hz, mul_left_cancel₀ (mul_ne_zero two_ne_zero hz) ?_⟩
    linear_combination h - e
  · rintro ⟨hz, rfl⟩
    have e : z * z⁻¹ = 1 := mul_inv_cancel₀ hz
    unfold IsNewtonStep
    linear_combination e
```

## Restriction to the imaginary axis

Put \(z=iy\) with \(y\) real. Since \(1/(iy)=-i/y\),
\[
w=\frac i2\left(y-\frac1y\right),\qquad y\neq0 .
\]
In the code `I * y` is this point, with the real number `y` read as a complex one. The target `w` may be any complex number; the theorem shows that it lies on the axis.

```lean
/-- On the imaginary axis the Newton step exists only for `y ≠ 0`, and it sends `iy` to
`i(y - 1/y)/2`. -/
theorem newtonStep_imag_iff {y : ℝ} {w : ℂ} :
    IsNewtonStep (I * y) w ↔ y ≠ 0 ∧ w = I * (((y - y⁻¹) / 2 : ℝ) : ℂ) := by
  have e : (I * (y : ℂ) + (I * (y : ℂ))⁻¹) / 2 = I * (((y - y⁻¹) / 2 : ℝ) : ℂ) := by
    rw [mul_inv, Complex.inv_I]
    push_cast
    ring
  have hne : I * (y : ℂ) ≠ 0 ↔ y ≠ 0 := by simp [Complex.I_ne_zero]
  rw [newtonStep_iff, e, hne]
```

If the target is written as \(iw\) with \(w\) real, the left side of the linearised equation becomes
\[
-y^2-1-2y(w-y)=y^2-1-2yw ,
\]
so the step is the real relation \(2yw=y^2-1\), without any division.

```lean
/-- Between two points `iy` and `iw` of the imaginary axis, the Newton step is the real
relation `2yw = y ^ 2 - 1`. -/
theorem newtonStep_real_iff {y w : ℝ} :
    IsNewtonStep (I * y) (I * w) ↔ 2 * y * w = y ^ 2 - 1 := by
  have e : (I * (y : ℂ)) ^ 2 - 1 + 2 * (I * (y : ℂ)) * (I * (w : ℂ) - I * (y : ℂ))
      = ((y ^ 2 - 1 - 2 * y * w : ℝ) : ℂ) := by
    push_cast
    linear_combination ((y : ℂ) ^ 2 + 2 * y * (w - y)) * Complex.I_sq
  unfold IsNewtonStep
  rw [e, Complex.ofReal_eq_zero]
  constructor <;> intro h <;> linarith
```

## The two-cycle

Suppose \(iy\) and \(iw\) are exchanged. Then \(2yw=y^2-1\) and \(2yw=w^2-1\), hence \((w-y)(w+y)=0\). If \(w=y\), the relation gives \(y^2=-1\), impossible for real \(y\). If \(w=-y\), it gives \(3y^2=1\), so \(y=\pm1/\sqrt3\). Conversely, these values satisfy both relations.

The theorem is an equivalence and does not assume \(w\neq y\), so it also rules out fixed points on the axis. The proof splits the product with `mul_eq_zero` and treats the two cases as above. The theorem does not treat longer cycles.

```lean
/-- Two points of the imaginary axis are exchanged by the Newton step exactly when they are
`i/√3` and `-i/√3`, in either order. -/
theorem two_cycle_iff {y w : ℝ} :
    (IsNewtonStep (I * y) (I * w) ∧ IsNewtonStep (I * w) (I * y)) ↔
      (y = 1 / Real.sqrt 3 ∨ y = -(1 / Real.sqrt 3)) ∧ w = -y := by
  have hs : (1 / Real.sqrt 3) ^ 2 = 1 / 3 := by
    rw [div_pow, one_pow, Real.sq_sqrt (by norm_num)]
  rw [newtonStep_real_iff, newtonStep_real_iff]
  constructor
  · rintro ⟨h1, h2⟩
    -- the two relations force equal squares
    have hp : (w - y) * (w + y) = 0 := by linear_combination h1 - h2
    rcases mul_eq_zero.1 hp with h | h
    · have hw : w = y := by linarith
      subst hw
      nlinarith [sq_nonneg w]
    · have hw : w = -y := by linarith
      subst hw
      refine ⟨sq_eq_sq_iff_eq_or_eq_neg.1 ?_, rfl⟩
      rw [hs]
      linarith
  · rintro ⟨hy, rfl⟩
    have y2 : y ^ 2 = 1 / 3 := by
      rcases hy with h | h
      · rw [h, hs]
      · rw [h, neg_sq, hs]
    constructor <;> linear_combination (-3) * y2
```

## Why an orbit on the axis cannot converge

If \(z_n=iy_n\), the formula for the step puts \(z_{n+1}\) on the axis too. By induction the whole orbit has the form \(z_n=iy_n\), where
\[
y_n\ne0,\qquad y_{n+1}=\tfrac12\left(y_n-\tfrac1{y_n}\right).
\]
The hypothesis `(z 0).re = 0` places the start on the axis, and the real sequence is the imaginary part of the orbit. That no \(y_n\) vanishes follows from the existence of every next step.

```lean
/-- A Newton orbit that starts on the imaginary axis stays on it: it is `i` times a real
sequence without zeros that obeys `y ↦ (y - 1/y)/2`. -/
theorem orbit_imag {z : ℕ → ℂ} (hz : IsNewtonOrbit z) (h0 : (z 0).re = 0) :
    ∃ y : ℕ → ℝ, ∀ n, z n = I * y n ∧ y n ≠ 0 ∧ y (n + 1) = (y n - (y n)⁻¹) / 2 := by
  have k : ∀ r : ℝ, (I * (r : ℂ)).im = r := by
    intro r
    simp
  have hre : ∀ n, z n = I * ((z n).im : ℂ) := by
    intro n
    induction n with
    | zero => apply Complex.ext <;> simp [h0]
    | succ n ih =>
      have s := hz n
      rw [ih, newtonStep_imag_iff] at s
      rw [s.2, k]
  refine ⟨fun n => (z n).im, fun n => ?_⟩
  have s := hz n
  rw [hre n, newtonStep_imag_iff] at s
  refine ⟨hre n, s.1, ?_⟩
  show (z (n + 1)).im = _
  rw [s.2, k]
```

The displacement in a step from \(iy\) satisfies
\[
iy\,(w-iy)=\frac{1+y^2}{2}.
\]
Taking moduli and using \((|y|-1)^2\ge0\),
\[
|y|\,|w-iy|=\frac{1+y^2}{2}\ge|y| ,
\]
and division by \(|y|>0\) gives \(|w-iy|\ge1\). The code obtains the first identity by `linear_combination`; `nlinarith` then refutes a length below 1.

```lean
/-- Every Newton step from a point of the imaginary axis has length at least one. -/
theorem one_le_step {y : ℝ} {w : ℂ} (h : IsNewtonStep (I * y) w) : 1 ≤ ‖w - I * y‖ := by
  have y0 : 0 < |y| := abs_pos.2 (newtonStep_imag_iff.1 h).1
  have hp : 0 < (1 + y ^ 2) / 2 := by positivity
  have e : (I * (y : ℂ)) * (w - I * y) = (((1 + y ^ 2) / 2 : ℝ) : ℂ) := by
    unfold IsNewtonStep at h
    push_cast
    linear_combination (1 / 2) * h - (1 / 2) * (y : ℂ) ^ 2 * Complex.I_sq
  -- take moduli and compare (1 + y²)/2 with |y|
  have n := congrArg norm e
  simp only [norm_mul, Complex.norm_I, one_mul, Complex.norm_real, Real.norm_eq_abs,
    abs_of_pos hp] at n
  by_contra hlt
  have hlt' := not_le.1 hlt
  nlinarith [mul_pos y0 (sub_pos.2 hlt'), sq_nonneg (|y| - 1), sq_abs y]
```

If \(z_n\to L\), then \(z_{n+1}\to L\) as well, and \(|z_{n+1}-z_n|\to0\). This contradicts the lower bound 1. The limit `L` ranges over the whole complex plane.

For an arbitrary Newton orbit the conclusion is false: the constant sequence \(z_n=1\) is an orbit and converges to 1.

```lean
/-- A Newton orbit that starts on the imaginary axis has no finite limit in the complex
plane. -/
theorem no_finite_limit {z : ℕ → ℂ} (hz : IsNewtonOrbit z) (h0 : (z 0).re = 0) :
    ¬ ∃ L : ℂ, Tendsto z atTop (𝓝 L) := by
  rintro ⟨L, hL⟩
  obtain ⟨y, hy⟩ := orbit_imag hz h0
  have hs : ∀ n, 1 ≤ ‖z (n + 1) - z n‖ := by
    intro n
    have s := hz n
    rw [(hy n).1] at s ⊢
    exact one_le_step s
  -- convergence would make the step length tend to zero
  have d := ((hL.comp (tendsto_add_atTop_nat 1)).sub hL).norm
  rw [sub_self, norm_zero] at d
  have : (1 : ℝ) ≤ 0 := ge_of_tendsto' d hs
  linarith
```

## No escape to infinity

For any complex step, \(2zw=z^2+1\). If \(|z|\ge1\), the triangle inequality gives
\[
2|z||w|\le|z|^2+1\le2|z|^2 ,
\]
so \(|w|\le|z|\). Inside the unit disc this can fail: \(z=1/2\) is sent to \(5/4\).

```lean
/-- A Newton step from a complex point of modulus at least one does not increase the
modulus. -/
theorem norm_step_le {z w : ℂ} (h : IsNewtonStep z w) (h1 : 1 ≤ ‖z‖) : ‖w‖ ≤ ‖z‖ := by
  have e : 2 * (z * w) = z * z + 1 := by
    unfold IsNewtonStep at h
    linear_combination h
  have two : ‖(2 : ℂ)‖ = 2 := by norm_num
  have n : 2 * (‖z‖ * ‖w‖) ≤ ‖z‖ * ‖z‖ + 1 := by
    calc 2 * (‖z‖ * ‖w‖) = ‖2 * (z * w)‖ := by rw [norm_mul, norm_mul, two]
      _ = ‖z * z + 1‖ := by rw [e]
      _ ≤ ‖z * z‖ + ‖(1 : ℂ)‖ := norm_add_le _ _
      _ = ‖z‖ * ‖z‖ + 1 := by rw [norm_mul, norm_one]
  by_contra hlt
  have hlt' := not_le.1 hlt
  have z0 : 0 < ‖z‖ := by linarith
  nlinarith [mul_pos z0 (sub_pos.2 hlt'), sq_nonneg (‖z‖ - 1)]
```

If \(|z_n|\to\infty\), there is an \(N\) with \(|z_n|\ge1\) for all \(n\ge N\). From there on the modulus never increases, so \(|z_{N+k}|\le|z_N|\) for every \(k\), a contradiction. The induction on `k` is this chain of inequalities. The theorem excludes a limit at infinity, but it does not bound the orbit.

```lean
/-- The modulus along a Newton orbit, started anywhere in the complex plane, does not tend to
infinity. -/
theorem no_escape {z : ℕ → ℂ} (hz : IsNewtonOrbit z) :
    ¬ Tendsto (fun n => ‖z n‖) atTop atTop := by
  intro h
  obtain ⟨N, hN⟩ := eventually_atTop.1 (h.eventually_ge_atTop 1)
  -- once outside the unit disc for good, the modulus can no longer grow
  have b : ∀ k, ‖z (N + k)‖ ≤ ‖z N‖ := by
    intro k
    induction k with
    | zero => exact le_refl _
    | succ k ih => exact (norm_step_le (hz (N + k)) (hN (N + k) (by omega))).trans ih
  obtain ⟨M, hM⟩ := eventually_atTop.1 (h.eventually_ge_atTop (‖z N‖ + 1))
  have h1 := hM (N + M) (by omega)
  have h2 := b M
  linarith
```

## Orbits by angle doubling

With \(y=\cot\alpha\), the double-angle formulas give
\[
\frac12\left(\cot\alpha-\frac1{\cot\alpha}\right)
=\frac{\cos^2\alpha-\sin^2\alpha}{2\sin\alpha\cos\alpha}=\cot2\alpha .
\]
Thus \(z_n=i\cot(2^n\theta)\) is an orbit whenever no \(\sin(2^n\theta)\) vanishes. The condition at \(n+1\) also makes \(\cos(2^n\theta)\) nonzero, which the proof needs before clearing denominators. For \(\theta=\pi/3\) the orbit is the two-cycle. For \(\theta=\pi/2\) the condition fails at \(n=1\): the start is 0, which has no next step.

```lean
/-- If `sin (2 ^ n θ)` never vanishes, the points `i cot (2 ^ n θ)` form a Newton orbit: each
step doubles the angle. -/
theorem cot_orbit (θ : ℝ) (h : ∀ n : ℕ, Real.sin (2 ^ n * θ) ≠ 0) :
    IsNewtonOrbit (fun n =>
      I * ((Real.cos (2 ^ n * θ) / Real.sin (2 ^ n * θ) : ℝ) : ℂ)) := by
  intro n
  refine newtonStep_real_iff.2 ?_
  have h1 := h n
  have h2 := h (n + 1)
  have e : 2 ^ (n + 1) * θ = 2 * (2 ^ n * θ) := by ring
  rw [e, Real.sin_two_mul] at h2
  have hc : Real.cos (2 ^ n * θ) ≠ 0 := by
    intro hc
    apply h2
    rw [hc, mul_zero]
  rw [e, Real.sin_two_mul, Real.cos_two_mul']
  field_simp

end NewtonSignImaginaryAxis
```

```lean
#print axioms NewtonSignImaginaryAxis.two_cycle_iff
-- 'NewtonSignImaginaryAxis.two_cycle_iff' depends on axioms: [propext, Classical.choice, Quot.sound]
#print axioms NewtonSignImaginaryAxis.no_finite_limit
-- 'NewtonSignImaginaryAxis.no_finite_limit' depends on axioms: [propext, Classical.choice, Quot.sound]
#print axioms NewtonSignImaginaryAxis.no_escape
-- 'NewtonSignImaginaryAxis.no_escape' depends on axioms: [propext, Classical.choice, Quot.sound]
#print axioms NewtonSignImaginaryAxis.cot_orbit
-- 'NewtonSignImaginaryAxis.cot_orbit' depends on axioms: [propext, Classical.choice, Quot.sound]
```

## The step in a density-matrix calculation

For a one-particle Hamiltonian \(H\) and chemical potential \(\mu\), one sets \(X_0=H-\mu\mathbf 1\) in dimensionless units and iterates
\[
X_{n+1}=\tfrac12\left(X_n+X_n^{-1}\right).
\]
When \(H\) is Hermitian and this converges to the matrix sign \(S\), the zero-temperature density matrix is \((\mathbf 1-S)/2\); for a non-Hermitian \(H\) the same formula gives a spectral projector that need not be Hermitian. Each eigenvalue of \(X_n\) undergoes the scalar step. A Hermitian \(H\) with real \(\mu\) has only real shifted eigenvalues, so the axis matters only through the value 0, a level exactly at \(\mu\). With an absorbing potential \(H\) is non-Hermitian, and a level whose real part equals \(\mu\) starts on the axis.

A two-by-two example, worked by ordinary matrix algebra, shows the cycle:
\[
X_0=\frac1{\sqrt3}\begin{pmatrix}0&-1\\1&0\end{pmatrix},\qquad X_0^{-1}=-3X_0,\qquad X_1=-X_0 .
\]
The iterate changes sign at every step. This is an algebraic illustration, not a model of an absorbing system: the eigenvalues of \(X_0\) are \(\pm i/\sqrt3\), and for real \(\mu\) the one with positive imaginary part would belong to a state that grows in time.
